# Between states with the same J² eigenvalue, J × V acts as iV for any vector operator V (ħ = 1)

In an algebra over the complex numbers, let V be a vector operator with respect to J, meaning [J_a, V_b] = i ε_abc V_c, in units where ħ = 1. The theorem `sandwich_cross` says that if J²P = λP and PJ² = λP for some complex λ, then P(J × V)_a P = i P V_a P for each axis a. One may think of P as the projector onto an eigenspace of J², though neither P² = P nor the commutation relations of J with itself are assumed. The proof notes that the commutator [J², V_a] vanishes when placed between two factors of P, rewrites it as −2i(J × V)_a − 2V_a by an earlier theorem, and solves for the cross product.

In Lean, a first try:

```lean
import Mathlib

open scoped Kronecker
open Complex (I)

namespace ProjectionTheorem

noncomputable section

variable {A : Type*} [Ring A] [Algebra ℂ A]

/-- The Levi-Civita symbol, with the three axes numbered cyclically. -/
def eps (a b c : Fin 3) : ℂ :=
  if b = a + 1 ∧ c = a + 2 then 1 else if b = a + 2 ∧ c = a + 1 then -1 else 0

/-- `V` is a vector operator with respect to `J`: `[J_a, V_b] = i ε_abc V_c`. -/
def IsVectorOperator (J V : Fin 3 → A) : Prop :=
  ∀ a b, J a * V b - V b * J a = I • ∑ c, eps a b c • V c

/-- The scalar product `J·V = ∑ J_b V_b`, in this operator order. -/
def dot (J V : Fin 3 → A) : A := ∑ b, J b * V b

/-- The vector product `J × V`, with the components of `J` on the left. -/
def cross (J V : Fin 3 → A) (a : Fin 3) : A :=
  J (a + 1) * V (a + 2) - J (a + 2) * V (a + 1)

/-- Addition of axis labels is cyclic. -/
lemma cyc (a : Fin 3) :
    a + 1 + 1 = a + 2 ∧ a + 1 + 2 = a ∧ a + 2 + 1 = a ∧ a + 2 + 2 = a + 1 := by
  revert a; decide

/-- The vector-operator relations written out for an axis and its two cyclic successors. -/
theorem isVectorOperator_iff (J V : Fin 3 → A) : IsVectorOperator J V ↔ ∀ a,
    J a * V a - V a * J a = 0 ∧
    J a * V (a + 1) - V (a + 1) * J a = I • V (a + 2) ∧
    J a * V (a + 2) - V (a + 2) * J a = -(I • V (a + 1)) := by
  have fin3 : ∀ a : Fin 3, a = 0 ∨ a = 1 ∨ a = 2 := by decide
  have s : ∀ a, (∑ c, eps a a c • V c = 0) ∧ (∑ c, eps a (a + 1) c • V c = V (a + 2)) ∧
      (∑ c, eps a (a + 2) c • V c = -V (a + 1)) := by
    intro a
    rcases fin3 a with rfl | rfl | rfl <;> simp [eps]
  constructor
  · intro h a
    exact ⟨by rw [h a a, (s a).1, smul_zero], by rw [h a (a + 1), (s a).2.1],
      by rw [h a (a + 2), (s a).2.2, smul_neg]⟩
  · intro h a b
    have hb : ∀ a b : Fin 3, b = a ∨ b = a + 1 ∨ b = a + 2 := by decide
    rcases hb a b with e | e | e
    · rw [e, (h a).1, (s a).1, smul_zero]
    · rw [e, (h a).2.1, (s a).2.1]
    · rw [e, (h a).2.2, (s a).2.2, smul_neg]

omit [Algebra ℂ A] in
/-- The scalar product may be summed starting from any axis. -/
lemma dot_cyclic (J V : Fin 3 → A) (a : Fin 3) :
    dot J V = J a * V a + J (a + 1) * V (a + 1) + J (a + 2) * V (a + 2) := by
  have fin3 : ∀ a : Fin 3, a = 0 ∨ a = 1 ∨ a = 2 := by decide
  refine (Fin.sum_univ_three (fun b => J b * V b)).trans ?_
  rcases fin3 a with rfl | rfl | rfl
  · change _ = J 0 * V 0 + J 1 * V 1 + J 2 * V 2
    abel
  · change _ = J 1 * V 1 + J 2 * V 2 + J 0 * V 0
    abel
  · change _ = J 2 * V 2 + J 0 * V 0 + J 1 * V 1
    abel

/-- The commutator of `J²` with a vector operator: `[J², V_a] = -2i (J × V)_a - 2 V_a`. -/
theorem casimir_commutator {J V : Fin 3 → A} (hV : IsVectorOperator J V) (a : Fin 3) :
    dot J J * V a - V a * dot J J = (-(2 * I)) • cross J V a - (2 : ℂ) • V a := by
  have h := (isVectorOperator_iff J V).1 hV
  have r0 := (h a).1
  obtain ⟨-, r12, r10⟩ := h (a + 1)
  obtain ⟨-, r20, r21⟩ := h (a + 2)
  simp only [cyc a] at r12 r10 r20 r21
  have key : dot J J * V a - V a * dot J J
      = (-(2 * I)) • cross J V a + (2 * (I * I)) • V a := by
    rw [dot_cyclic J J a, cross]
    linear_combination (norm := (simp only [mul_add, add_mul, mul_sub, sub_mul, mul_neg, neg_mul,
      mul_zero, zero_mul, smul_mul_assoc, mul_smul_comm, mul_assoc]; module))
      J a * r0 + r0 * J a + J (a + 1) * r10 + r10 * J (a + 1)
        + J (a + 2) * r20 + r20 * J (a + 2) + I • r12 - I • r21
  rw [key, Complex.I_mul_I]
  module

/-- Between states of one and the same `J²`, the operator `J × V` acts as `i V`. -/
theorem sandwich_cross {J V : Fin 3 → A} (hV : IsVectorOperator J V) {P : A} {lam : ℂ}
    (hl : dot J J * P = lam • P) (hr : P * dot J J = lam • P) (a : Fin 3) :
    P * cross J V a * P = I • (P * V a * P) := by
  -- a commutator with `J²` has no matrix elements inside the eigenspace
  have z : P * (dot J J * V a - V a * dot J J) * P = 0 := by
    linear_combination (norm := (simp only [mul_sub, sub_mul, smul_mul_assoc, mul_smul_comm,
      mul_assoc]; module)) hr * (V a * P) - (P * V a) * hl
  rw [casimir_commutator hV a] at z
  have k : (-(I * I)) • (P * cross J V a * P) = I • (P * V a * P) := by
    linear_combination (norm := (simp only [mul_sub, sub_mul, smul_mul_assoc, mul_smul_comm,
      mul_assoc]; module)) (I / 2) • z
  rwa [Complex.I_mul_I, neg_neg, one_smul] at k

end

end ProjectionTheorem
```

The error:

```
Main.lean:92:17: error: unexpected identifier; expected ')'
Main.lean:90:58: error: unsolved goals
case a
A : Type u_1
inst✝¹ : Ring A
inst✝ : Algebra ℂ A
J V : Fin 3 → A
hV : IsVectorOperator J V
P : A
lam : ℂ
hl : dot J J * P = lam • P
hr : P * dot J J = lam • P
a : Fin 3
⊢ P * (dot J J * (V a * P)) - P * (V a * (dot J J * P)) + 0 - (0 + 0) = 0
Main.lean:88:47: error: unsolved goals
A : Type u_1
inst✝¹ : Ring A
inst✝ : Algebra ℂ A
J V : Fin 3 → A
hV : IsVectorOperator J V
P : A
lam : ℂ
hl : dot J J * P = lam • P
hr : P * dot J J = lam • P
a : Fin 3
z : P * (dot J J * V a - V a * dot J J) * P = 0
⊢ P * cross J V a * P = I • (P * V a * P)
```

What went wrong. The fault is one of layout, and the algebra is sound. In a sequence of tactics joined by `;`, Lean requires a later tactic that falls on a new line to start no further left than the first one. Here `module` stands on the second line, well to the left of `simp only`, so Lean ends the sequence at the semicolon and expects `)`. That is the first message.

The other two follow from it. Lean still runs the part of `linear_combination` it has read, which lacks both `module` and the combination of `hr` and `hl`, so the goal for `z` stays open. The rest of the proof is never read, which leaves the theorem's own goal open too.

The repair moves the line break inside the `simp only` list, so that more lemma names come before `module` on its line and push it to the right of where `simp only` starts. The lemmas and their order are unchanged. The second `linear_combination` had the same layout and would have failed in the same way once Lean reached it, so it needs the same change.

As a diff, the version that Lean accepts:

```diff
@@ -89,10 +89,10 @@
   -- a commutator with `J²` has no matrix elements inside the eigenspace
   have z : P * (dot J J * V a - V a * dot J J) * P = 0 := by
-    linear_combination (norm := (simp only [mul_sub, sub_mul, smul_mul_assoc, mul_smul_comm,
-      mul_assoc]; module)) hr * (V a * P) - (P * V a) * hl
+    linear_combination (norm := (simp only [mul_sub, sub_mul,
+      smul_mul_assoc, mul_smul_comm, mul_assoc]; module)) hr * (V a * P) - (P * V a) * hl
   rw [casimir_commutator hV a] at z
   have k : (-(I * I)) • (P * cross J V a * P) = I • (P * V a * P) := by
-    linear_combination (norm := (simp only [mul_sub, sub_mul, smul_mul_assoc, mul_smul_comm,
-      mul_assoc]; module)) (I / 2) • z
+    linear_combination (norm := (simp only [mul_sub, sub_mul,
+      smul_mul_assoc, mul_smul_comm, mul_assoc]; module)) (I / 2) • z
   rwa [Complex.I_mul_I, neg_neg, one_smul] at k
 
```
